# The damped Fourier-space current of a charge with a sudden velocity change is the sum of its before and after parts

A unit charge moves along a straight worldline with four-velocity $u$ up to parameter time zero, passes through the origin, and then continues with four-velocity $u'$. The theorem says that, for every damping $\varepsilon > 0$, the Fourier transform of its current at wave vector $k$, damped by $e^{-\varepsilon|t|}$, equals $\int_{-\infty}^0 e^{(i k\cdot u+\varepsilon)t}\,u\,dt + \int_0^\infty e^{(i k\cdot u'-\varepsilon)t}\,u'\,dt$. The dot is the Minkowski product with signature $(+,-,-,-)$, and the transform uses the phase $e^{+ik\cdot x}$ with no prefactor. Here $k$, $u$ and $u'$ are arbitrary real four-vectors: $k$ need not be light-like, and $u$ and $u'$ need not be normalised, so $t$ is the proper time (with $c = 1$) only when $u\cdot u = u'\cdot u' = 1$. The proof identifies the integrand on each side of the kink, shows that it is integrable there, and splits the integral over the whole line at zero.

The failing Lean file:

```lean
import Mathlib

open MeasureTheory Set Filter Topology

namespace RegulatedCurrentKinkedPath

noncomputable section

/-- The regulated Fourier transform of an amplitude that is `v` with frequency `a` before time
zero and `w` with frequency `b` afterwards; `ε` damps both ends. -/
def kinkTransform {n : ℕ} (a b : ℝ) (v w : Fin n → ℂ) (ε : ℝ) : Fin n → ℂ :=
  (∫ t in Iio (0 : ℝ), Complex.exp ((Complex.I * a + ε) * t) • v) +
    ∫ t in Ioi (0 : ℝ), Complex.exp ((Complex.I * b - ε) * t) • w

/-- The Minkowski product of two four-vectors, with signature (+,-,-,-). -/
def mdot (k x : Fin 4 → ℝ) : ℝ :=
  k 0 * x 0 - k 1 * x 1 - k 2 * x 2 - k 3 * x 3

/-- The worldline through the origin with four-velocity `u` up to time zero and `u'` after it. -/
def kinkedPath (u u' : Fin 4 → ℝ) (t : ℝ) : Fin 4 → ℝ :=
  if t ≤ 0 then t • u else t • u'

/-- The Fourier transform at wave vector `k` of the current of a unit charge on the worldline `x`,
with the damping factor `exp (-ε |t|)`. -/
def regulatedCurrent (x : ℝ → Fin 4 → ℝ) (k : Fin 4 → ℝ) (ε : ℝ) : Fin 4 → ℂ :=
  ∫ t : ℝ, Complex.exp (Complex.I * (mdot k (x t) : ℂ) - ε * ((|t| : ℝ) : ℂ)) •
    (fun μ => ((deriv x t μ : ℝ) : ℂ))

/-- The Minkowski product is homogeneous in its second argument. -/
lemma mdot_smul (k x : Fin 4 → ℝ) (c : ℝ) : mdot k (c • x) = c * mdot k x := by
  simp only [mdot, Pi.smul_apply, smul_eq_mul]
  ring

/-- The kinked worldline has four-velocity `u` before time zero and `u'` after it. -/
theorem kinkedPath_hasDerivAt (u u' : Fin 4 → ℝ) (t : ℝ) :
    (t < 0 → HasDerivAt (kinkedPath u u') u t) ∧
      (0 < t → HasDerivAt (kinkedPath u u') u' t) := by
  have h (z : Fin 4 → ℝ) : HasDerivAt (fun s : ℝ => s • z) z t := by
    simpa using (hasDerivAt_id t).smul_const z
  constructor
  · intro ht
    refine (h u).congr_of_eventuallyEq ?_
    filter_upwards [Iio_mem_nhds ht] with s hs
    simp [kinkedPath, (mem_Iio.mp hs).le]
  · intro ht
    refine (h u').congr_of_eventuallyEq ?_
    filter_upwards [Ioi_mem_nhds ht] with s hs
    simp [kinkedPath, not_le.mpr (mem_Ioi.mp hs)]

/-- For positive damping, the current of the kinked worldline is the two-piece transform with
frequencies `k·u` and `k·u'` and amplitudes `u` and `u'`. -/
theorem regulatedCurrent_kinkedPath (k u u' : Fin 4 → ℝ) {ε : ℝ} (hε : 0 < ε) :
    regulatedCurrent (kinkedPath u u') k ε =
      kinkTransform (mdot k u) (mdot k u') (fun μ => (u μ : ℂ)) (fun μ => (u' μ : ℂ)) ε := by
  let f : ℝ → Fin 4 → ℂ := fun t =>
    Complex.exp (Complex.I * (mdot k (kinkedPath u u' t) : ℂ) - ε * ((|t| : ℝ) : ℂ)) •
      (fun μ => ((deriv (kinkedPath u u') t μ : ℝ) : ℂ))
  have h1 : 0 < (Complex.I * (mdot k u : ℂ) + ε : ℂ).re := by simpa using hε
  have h2 : (Complex.I * (mdot k u' : ℂ) - ε : ℂ).re < 0 := by simpa using hε
  -- the integrand on either side of the kink
  have hneg : EqOn f (fun t : ℝ => Complex.exp ((Complex.I * (mdot k u : ℂ) + ε) * t) •
      (fun μ => (u μ : ℂ))) (Iio 0) := by
    intro t ht
    have ht' : t < 0 := ht
    have hd := ((kinkedPath_hasDerivAt u u' t).1 ht').deriv
    have hx : kinkedPath u u' t = t • u := by simp [kinkedPath, ht'.le]
    simp only [f, hd, hx, abs_of_neg ht', mdot_smul]
    congr 2
    push_cast
    ring
  have hpos : EqOn f (fun t : ℝ => Complex.exp ((Complex.I * (mdot k u' : ℂ) - ε) * t) •
      (fun μ => (u' μ : ℂ))) (Ioi 0) := by
    intro t ht
    have ht' : 0 < t := ht
    have hd := ((kinkedPath_hasDerivAt u u' t).2 ht').deriv
    have hx : kinkedPath u u' t = t • u' := by simp [kinkedPath, not_le.mpr ht']
    simp only [f, hd, hx, abs_of_pos ht', mdot_smul]
    congr 2
    push_cast
    ring
  have i1 : IntegrableOn f (Iio 0) :=
    IntegrableOn.congr_fun (Integrable.smul_const
      ((integrableOn_exp_mul_complex_Iic h1 0).mono_set Iio_subset_Iic_self) _)
      hneg.symm measurableSet_Iio
  have i2 : IntegrableOn f (Ioi 0) :=
    IntegrableOn.congr_fun (Integrable.smul_const (integrableOn_exp_mul_complex_Ioi h2 0) _)
      hpos.symm measurableSet_Ioi
  -- split the proper-time integral at the kink
  change ∫ t, f t = _
  rw [← setIntegral_univ, ← Iic_union_Ioi (a := (0 : ℝ)),
    setIntegral_union (Iic_disjoint_Ioi le_rfl) measurableSet_Ioi
      (integrableOn_Iic_iff_integrableOn_Iio.mpr i1) i2,
    integral_Iic_eq_integral_Iio, setIntegral_congr_fun measurableSet_Iio hneg,
    setIntegral_congr_fun measurableSet_Ioi hpos]
  rfl

end

end RegulatedCurrentKinkedPath
```

Compiling this gives:

```
Main.lean:92:7: error(lean.unknownIdentifier): Unknown constant `integrableOn_Iic_iff_integrableOn_Iio.mpr`
Main.lean:54:91: error: unsolved goals
k u u' : Fin 4 → ℝ
ε : ℝ
hε : 0 < ε
f : ℝ → Fin 4 → ℂ :=
  fun t => Complex.exp (Complex.I * ↑(mdot k (kinkedPath u u' t)) - ↑ε * ↑|t|) • fun μ => ↑(deriv (kinkedPath u u') t μ)
h1 : 0 < (Complex.I * ↑(mdot k u) + ↑ε).re
h2 : (Complex.I * ↑(mdot k u') - ↑ε).re < 0
hneg : EqOn f (fun t => Complex.exp ((Complex.I * ↑(mdot k u) + ↑ε) * ↑t) • fun μ => ↑(u μ)) (Iio 0)
hpos : EqOn f (fun t => Complex.exp ((Complex.I * ↑(mdot k u') - ↑ε) * ↑t) • fun μ => ↑(u' μ)) (Ioi 0)
i1 : IntegrableOn f (Iio 0) volume
i2 : IntegrableOn f (Ioi 0) volume
⊢ ∫ (x : ℝ) in Iic 0 ∪ Ioi 0, f x = kinkTransform (mdot k u) (mdot k u') (fun μ => ↑(u μ)) (fun μ => ↑(u' μ)) ε
```

Diagnosis. The first message names `integrableOn_Iic_iff_integrableOn_Iio.mpr` as an unknown constant, but the lemma `integrableOn_Iic_iff_integrableOn_Iio` does exist. What fails is the `.mpr`. Before its equivalence the lemma takes an explicit argument, the finiteness of the norm of `f` at the endpoint, which a default tactic normally supplies. Dot notation does not fill in such an argument, so Lean looks for `mpr` on a function and not on an `Iff`. It finds none, and reports the whole dotted name as unknown.

The term was meant to supply an argument of `setIntegral_union`, which needs `f` to be integrable on each of the two pieces, `Iic 0` and `Ioi 0`. For the second piece `i2` serves as it is, but `i1` gives integrability only on `Iio 0`, without the endpoint, so a conversion is needed.

The second message is a consequence of the first. The `rw` had already turned the integral into one over `Iic 0 ∪ Ioi 0`, but could not carry out the split, and the goal was left in that form.

The repair makes the conversion with a lemma that has no such argument. `Iio_ae_eq_Iic` says that the open and closed half-lines agree up to a null set, here the single point zero. Its `.symm` puts the closed half-line first, as `congr_set_ae` requires in order to carry `i1` from `Iio 0` to `Iic 0`. The split then has both its hypotheses, and the remaining rewrites go through unchanged.

The mended proof, as a diff:

```diff
@@ -90,5 +90,5 @@
   rw [← setIntegral_univ, ← Iic_union_Ioi (a := (0 : ℝ)),
     setIntegral_union (Iic_disjoint_Ioi le_rfl) measurableSet_Ioi
-      (integrableOn_Iic_iff_integrableOn_Iio.mpr i1) i2,
+      (i1.congr_set_ae Iio_ae_eq_Iic.symm) i2,
     integral_Iic_eq_integral_Iio, setIntegral_congr_fun measurableSet_Iio hneg,
     setIntegral_congr_fun measurableSet_Ioi hpos]
```
